# A twofold screw axis through an inversion centre forces even dimension when D(T) = -1

A point of space has coordinates (x, y, z) in units of the lattice constants. The operations are

g: (x, y, z) ↦ (-x, y + 1/2, -z)
P: (x, y, z) ↦ (-x, -y, -z)
T: (x, y, z) ↦ (x, y + 1, z)

The screw axis x = z = 0 passes through the inversion centre at the origin. The dimension in the title is that of a finite-dimensional complex representation D of the group generated by g and P. In a product the right-hand factor acts first.

In Lean 4 with Mathlib:

```lean
import Mathlib

open Matrix

namespace ScrewBandSticking

noncomputable section
```

Space is the set of real coordinate triples.

```lean
/-- Points of space with coordinates `(x, y, z)`, in units of the lattice constants. -/
abbrev Space := ℝ × ℝ × ℝ
```

Each operation is a permutation of `Space`, given with its inverse. The screw is undone by the same rotation and a shift of -1/2.

```lean
/-- The twofold screw `(x, y, z) ↦ (-x, y + 1/2, -z)`. -/
def screw : Equiv.Perm Space where
  toFun p := (-p.1, p.2.1 + 1 / 2, -p.2.2)
  invFun p := (-p.1, p.2.1 - 1 / 2, -p.2.2)
  left_inv p := by simp
  right_inv p := by simp
```

Inversion is its own inverse.

```lean
/-- The inversion `(x, y, z) ↦ (-x, -y, -z)`. -/
def inversion : Equiv.Perm Space where
  toFun p := (-p.1, -p.2.1, -p.2.2)
  invFun p := (-p.1, -p.2.1, -p.2.2)
  left_inv p := by simp
  right_inv p := by simp
```

The translation is undone by a shift of -1.

```lean
/-- The lattice translation by `(0, 1, 0)`. -/
def translation : Equiv.Perm Space where
  toFun p := (p.1, p.2.1 + 1, p.2.2)
  invFun p := (p.1, p.2.1 - 1, p.2.2)
  left_inv p := by simp
  right_inv p := by simp
```

## Relations from the coordinates

Following a point through both orders gives

gP: (x, y, z) ↦ (x, -y + 1/2, z)
Pg: (x, y, z) ↦ (x, -y - 1/2, z)

The results differ by one lattice translation, so gP = TPg.

```lean
/-- Screw and inversion commute up to a lattice translation: `gP = TPg`. -/
theorem screw_mul_inversion :
    screw * inversion = translation * inversion * screw := by
  ext p <;> simp [screw, inversion, translation]
  ring
```

Applying the screw twice restores x and z and adds 1 to y, so g² = T.

```lean
/-- Two successive screws make one lattice translation: `g² = T`. -/
theorem screw_mul_screw : screw * screw = translation := by
  ext p <;> simp [screw, translation]
  ring
```

Let G be the group generated by g and P. Its pure translations all lie along y.

```lean
/-- The group of space operations generated by the screw and the inversion. -/
def screwGroup : Subgroup (Equiv.Perm Space) := Subgroup.closure {screw, inversion}
```

The screw belongs to G as a generator.

```lean
/-- The screw as an element of the group. -/
def g : screwGroup := ⟨screw, Subgroup.subset_closure (by simp)⟩
```

So does the inversion.

```lean
/-- The inversion as an element of the group. -/
def P : screwGroup := ⟨inversion, Subgroup.subset_closure (by simp)⟩
```

The translation belongs to G because T = g².

```lean
/-- The lattice translation as an element of the group. -/
def T : screwGroup :=
  ⟨translation, by rw [← screw_mul_screw]; exact mul_mem g.2 g.2⟩
```

## Anticommuting matrices at the zone boundary

A representation D is a homomorphism `screwGroup →* Matrix n n ℂ`; unitarity is not assumed. The finite type `n` labels the basis, and the dimension is N = `Fintype.card n`. The hypothesis D(T) = -1 stands for the Bloch phase of a state with k_y = π, at the zone boundary. Since P² = 1, the relations in G become

D(g)D(P) = D(T)D(P)D(g) = -D(P)D(g)
D(g)² = D(T) = -1
D(P)² = 1

```lean
variable {n : Type*} [Fintype n] [DecidableEq n]

/-- In a representation with `D(T) = -1`, the matrices of screw and inversion anticommute,
the screw squares to `-1` and the inversion squares to `1`. -/
theorem rep_relations (D : screwGroup →* Matrix n n ℂ) (hT : D T = -1) :
    D g * D P = -(D P * D g) ∧ D g * D g = -1 ∧ D P * D P = 1 := by
  have h1 : g * P = T * (P * g) := Subtype.ext screw_mul_inversion
  have h2 : g * g = T := Subtype.ext screw_mul_screw
  have h3 : P * P = 1 := by
    apply Subtype.ext
    change inversion * inversion = 1
    ext p <;> simp [inversion]
  refine ⟨?_, ?_, ?_⟩
  · rw [← map_mul, h1, map_mul, hT, map_mul, neg_mul, one_mul]
  · rw [← map_mul, h2, hT]
  · rw [← map_mul, h3, map_one]
```

Suppose AB = -BA and BC = 1. Then A = ABC = -BAC. For square matrices CB = 1 as well, so cyclicity of the trace gives

tr A = -tr(BAC) = -tr(ACB) = -tr A

and hence tr A = 0.

```lean
/-- A complex matrix that anticommutes with an invertible matrix is traceless. -/
theorem trace_eq_zero_of_anticommute {A B C : Matrix n n ℂ}
    (h : A * B = -(B * A)) (hBC : B * C = 1) : trace A = 0 := by
  have hCB : C * B = 1 := mul_eq_one_comm.mp hBC
  -- conjugation by `B` reverses the sign of `A` but keeps its trace
  have h1 : A = -(B * (A * C)) := by
    calc A = A * B * C := by rw [mul_assoc, hBC, mul_one]
      _ = -(B * (A * C)) := by rw [h, neg_mul, mul_assoc]
  have h2 : trace (B * (A * C)) = trace A := by
    rw [Matrix.trace_mul_comm, mul_assoc, hCB, mul_one]
  have h3 := congrArg trace h1
  rw [Matrix.trace_neg, h2] at h3
  linear_combination h3 / 2
```

Taking A = D(g) and B = C = D(P) gives tr D(g) = 0. Taking A = D(P), B = D(g) and C = -D(g) gives tr D(P) = 0. Determinants of the anticommutation relation give

det D(g) det D(P) = (-1)^N det D(P) det D(g)

Both determinants are nonzero because both matrices are invertible, so N is even. The proof assumes N odd and reaches a contradiction.

```lean
/-- Band sticking: in every finite-dimensional complex matrix representation with `D(T) = -1`,
the screw and the inversion are traceless and the dimension is even. -/
theorem band_sticking (D : screwGroup →* Matrix n n ℂ) (hT : D T = -1) :
    trace (D g) = 0 ∧ trace (D P) = 0 ∧ Even (Fintype.card n) := by
  obtain ⟨hgP, hg, hP⟩ := rep_relations D hT
  have hg' : D g * (-D g) = 1 := by rw [mul_neg, hg, neg_neg]
  have hPg : D P * D g = -(D g * D P) := by rw [hgP, neg_neg]
  refine ⟨trace_eq_zero_of_anticommute hgP hP, trace_eq_zero_of_anticommute hPg hg', ?_⟩
  have unit : ∀ A B : Matrix n n ℂ, A * B = 1 → A.det ≠ 0 := by
    intro A B hAB h0
    have h := congrArg Matrix.det hAB
    rw [Matrix.det_mul, h0, zero_mul, Matrix.det_one] at h
    exact zero_ne_one h
  -- determinants of the anticommutation relation exclude odd dimension
  rcases Nat.even_or_odd (Fintype.card n) with he | ho
  · exact he
  · exfalso
    have h := congrArg Matrix.det hgP
    rw [Matrix.det_neg, ho.neg_one_pow, Matrix.det_mul, Matrix.det_mul] at h
    apply mul_ne_zero (unit _ _ hg') (unit _ _ hP)
    linear_combination h / 2
```

Without D(T) = -1 the conclusion can fail: the trivial representation, D(h) = 1 for every h, has N = 1 and both traces equal to 1.

Consider spinless, non-interacting electrons in a crystal with this symmetry and a primitive lattice, whose translations are exactly the integer triples. At a wavevector with k_y = π that inversion maps to an equivalent one, the screw does so too, so G acts on each level there, and the result implies that finite-dimensional levels have even degeneracy. In a centred lattice the screw can map such a wavevector to an inequivalent one, and the argument then does not apply to the levels at that wavevector alone. The theorem itself concerns matrices, not a Hamiltonian; it treats neither the double group needed for spin nor sticking over a whole zone face, where time reversal enters.

## Partners of opposite parity

Let D(T) = -1 again, and let v ≠ 0 satisfy D(P)v = cv. Then

D(P)D(g)v = -D(g)D(P)v = -c D(g)v

The vector D(g)v is nonzero, since D(g)v = 0 would give -v = D(g)²v = 0.

```lean
/-- If `D(T) = -1`, the screw takes a nonzero state of parity `c` to a nonzero state of
parity `-c`. -/
theorem parity_partner (D : screwGroup →* Matrix n n ℂ) (hT : D T = -1)
    {v : n → ℂ} {c : ℂ} (hv : v ≠ 0) (h : D P *ᵥ v = c • v) :
    D g *ᵥ v ≠ 0 ∧ D P *ᵥ (D g *ᵥ v) = (-c) • (D g *ᵥ v) := by
  obtain ⟨hgP, hg, _⟩ := rep_relations D hT
  have hPg : D P * D g = -(D g * D P) := by rw [hgP, neg_neg]
  constructor
  · intro h0
    have h2 : D g *ᵥ (D g *ᵥ v) = -v := by
      rw [Matrix.mulVec_mulVec, hg, Matrix.neg_mulVec, Matrix.one_mulVec]
    rw [h0, Matrix.mulVec_zero] at h2
    exact hv (neg_eq_zero.mp h2.symm)
  · rw [Matrix.mulVec_mulVec, hPg, Matrix.neg_mulVec, ← Matrix.mulVec_mulVec, h,
      Matrix.mulVec_smul, neg_smul]
```

Because D(P)² = 1 forces c = ±1, the two parities differ, and v and D(g)v are linearly independent.

## The smallest nonzero case: two standing waves

Dimension zero satisfies the theorem trivially, and dimension one is excluded. Dimension two is attained, by a representation built from cos πy and sin πy.

Every element of G acts on the second coordinate as y ↦ sy + a with s = ±1. This holds for the generators and the identity. Composing with y ↦ ty + b gives sty + (sb + a), and the inverse is y ↦ sy - sa.

```lean
/-- Every operation of the group acts on the `y` coordinate as `y ↦ sy + a` with `s = ±1`. -/
theorem y_action {h : Equiv.Perm Space} (hh : h ∈ Subgroup.closure {screw, inversion}) :
    ∃ s a : ℝ, (s = 1 ∨ s = -1) ∧ ∀ p, (h p).2.1 = s * p.2.1 + a := by
  induction hh using Subgroup.closure_induction with
  | mem x hx =>
    rcases hx with rfl | rfl
    · exact ⟨1, 1 / 2, Or.inl rfl, fun p => by simp [screw]⟩
    · exact ⟨-1, 0, Or.inr rfl, fun p => by simp [inversion]⟩
  | one => exact ⟨1, 0, Or.inl rfl, fun p => by simp⟩
  | mul x y _ _ hx hy =>
    obtain ⟨s, a, hs, ha⟩ := hx
    obtain ⟨t, b, ht, hb⟩ := hy
    refine ⟨s * t, s * b + a, ?_, fun p => ?_⟩
    · rcases hs with rfl | rfl <;> rcases ht with rfl | rfl <;> norm_num
    · rw [Equiv.Perm.mul_apply, ha, hb]
      ring
  | inv x _ hx =>
    obtain ⟨s, a, hs, ha⟩ := hx
    refine ⟨s, -(s * a), hs, fun p => ?_⟩
    have h1 := ha (x⁻¹ p)
    have h2 : x (x⁻¹ p) = p := Equiv.apply_symm_apply x p
    rw [h2] at h1
    rcases hs with rfl | rfl <;> linarith
```

Write u(y) = (cos πy, sin πy) as a column. The addition formulas, applied separately for s = 1 and s = -1, give

u(sb + a) = cos(πb) u(a) + sin(πb) u(s/2 + a)

```lean
/-- For `s = ±1`, the waves `cos πy` and `sin πy` taken at `sb + a` are combinations of the same
waves at `b`, with their values at the images of `0` and `1/2` as coefficients. -/
theorem wave_action {s : ℝ} (hs : s = 1 ∨ s = -1) (a b : ℝ) :
    Real.cos (Real.pi * (s * b + a)) = Real.cos (Real.pi * (s * 0 + a)) * Real.cos (Real.pi * b)
      + Real.cos (Real.pi * (s * (1 / 2) + a)) * Real.sin (Real.pi * b) ∧
    Real.sin (Real.pi * (s * b + a)) = Real.sin (Real.pi * (s * 0 + a)) * Real.cos (Real.pi * b)
      + Real.sin (Real.pi * (s * (1 / 2) + a)) * Real.sin (Real.pi * b) := by
  have e2 : Real.pi * (s * 0 + a) = Real.pi * a := by ring
  rw [e2]
  rcases hs with rfl | rfl
  · have e1 : Real.pi * (1 * b + a) = Real.pi * a + Real.pi * b := by ring
    have e3 : Real.pi * (1 * (1 / 2) + a) = Real.pi * a + Real.pi / 2 := by ring
    rw [e1, e3, Real.cos_add_pi_div_two, Real.sin_add_pi_div_two, Real.cos_add, Real.sin_add]
    constructor <;> ring
  · have e1 : Real.pi * (-1 * b + a) = Real.pi * a - Real.pi * b := by ring
    have e3 : Real.pi * (-1 * (1 / 2) + a) = Real.pi * a - Real.pi / 2 := by ring
    rw [e1, e3, Real.cos_sub_pi_div_two, Real.sin_sub_pi_div_two, Real.cos_sub, Real.sin_sub]
    constructor <;> ring
```

The coefficient vectors are the values of u at the images of y = 0 and y = 1/2. Let W(h) be the matrix with these two columns.

```lean
/-- The matrix whose columns are the values of `(cos πy, sin πy)` at the images of the points
`(0, 0, 0)` and `(0, 1/2, 0)`. -/
def waveMatrix (h : Equiv.Perm Space) : Matrix (Fin 2) (Fin 2) ℂ :=
  !![((Real.cos (Real.pi * (h (0, 0, 0)).2.1) : ℝ) : ℂ),
      ((Real.cos (Real.pi * (h (0, 1 / 2, 0)).2.1) : ℝ) : ℂ);
     ((Real.sin (Real.pi * (h (0, 0, 0)).2.1) : ℝ) : ℂ),
      ((Real.sin (Real.pi * (h (0, 1 / 2, 0)).2.1) : ℝ) : ℂ)]
```

For h in G the identity reads u(sb + a) = W(h)u(b). Applied to the columns of W(h'), it gives W(hh') = W(h)W(h'). The identity operation has columns u(0) = (1, 0) and u(1/2) = (0, 1), so W(1) = 1.

```lean
/-- The two-dimensional representation that sends each operation to its wave matrix. -/
def waveRep : screwGroup →* Matrix (Fin 2) (Fin 2) ℂ where
  toFun h := waveMatrix h.1
  map_one' := by
    have e : Real.pi * (1 / 2) = Real.pi / 2 := by ring
    change waveMatrix 1 = 1
    simp only [waveMatrix, Equiv.Perm.one_apply, e, mul_zero, Real.cos_zero, Real.sin_zero,
      Real.cos_pi_div_two, Real.sin_pi_div_two]
    ext i j
    fin_cases i <;> fin_cases j <;> simp
  map_mul' x y := by
    obtain ⟨s, a, hs, ha⟩ := y_action x.2
    have h0 := wave_action hs a (y.1 (0, 0, 0)).2.1
    have h1 := wave_action hs a (y.1 (0, 1 / 2, 0)).2.1
    change waveMatrix (x.1 * y.1) = waveMatrix x.1 * waveMatrix y.1
    unfold waveMatrix
    rw [Matrix.mul_fin_two]
    simp only [Equiv.Perm.mul_apply, ha]
    rw [h0.1, h0.2, h1.1, h1.2]
    simp only [Complex.ofReal_add, Complex.ofReal_mul]
```

The screw sends 0 and 1/2 to 1/2 and 1; inversion sends them to 0 and -1/2. With rows separated by semicolons,

W(g) = (0, -1; 1, 0)
W(P) = (1, 0; 0, -1)
W(T) = W(g)² = -1

The hypothesis is therefore satisfied in dimension two, with one even and one odd state.

```lean
/-- The representation `waveRep` has `D(T) = -1`, with the screw a quarter turn and the
inversion `diag(1, -1)`. -/
theorem band_sticking_witness :
    waveRep T = -1 ∧ waveRep g = !![0, -1; 1, 0] ∧ waveRep P = !![1, 0; 0, -1] := by
  have e : Real.pi * (1 / 2) = Real.pi / 2 := by ring
  have hg : waveRep g = !![0, -1; 1, 0] := by
    have v0 : (screw (0, 0, 0)).2.1 = 1 / 2 := by simp [screw]
    have v1 : (screw (0, 1 / 2, 0)).2.1 = 1 := by norm_num [screw]
    change waveMatrix screw = _
    rw [waveMatrix, v0, v1, e, mul_one, Real.cos_pi_div_two, Real.sin_pi_div_two,
      Real.cos_pi, Real.sin_pi]
    simp
  refine ⟨?_, hg, ?_⟩
  · have h2 : T = g * g := Subtype.ext screw_mul_screw.symm
    rw [h2, map_mul, hg]
    ext i j
    fin_cases i <;> fin_cases j <;> simp [Matrix.mul_apply, Fin.sum_univ_succ]
  · have v0 : (inversion (0, 0, 0)).2.1 = 0 := by simp [inversion]
    have v1 : (inversion (0, 1 / 2, 0)).2.1 = -(1 / 2) := by simp [inversion]
    change waveMatrix inversion = _
    rw [waveMatrix, v0, v1, mul_zero, mul_neg, e, Real.cos_neg, Real.sin_neg,
      Real.cos_pi_div_two, Real.sin_pi_div_two, Real.cos_zero, Real.sin_zero]
    simp

end

end ScrewBandSticking
```

```lean
#print axioms ScrewBandSticking.screw_mul_inversion
#print axioms ScrewBandSticking.band_sticking
#print axioms ScrewBandSticking.parity_partner
```

```
'ScrewBandSticking.screw_mul_inversion' depends on axioms: [propext, Classical.choice, Quot.sound]
'ScrewBandSticking.band_sticking' depends on axioms: [propext, Classical.choice, Quot.sound]
'ScrewBandSticking.parity_partner' depends on axioms: [propext, Classical.choice, Quot.sound]
```
